# With smooth partial waves complete in the augmentation region, the PAW one-centre expansion is exact for operators that do not couple the region to its surroundings

In the projector augmented-wave (PAW) method, an operator `A` on all-electron states becomes `Tᴴ A T` on smooth states, where `T = 1 + (Φ - Φt) Pᴴ`. The theorem `oneCentre_exact_of_uncoupled` says that this equals the one-centre expansion `A + P (Φᴴ A Φ - Φtᴴ A Φt) Pᴴ` if `A` has no matrix elements between the region `R` and its surroundings, the smooth expansion `Φt Pᴴ` reproduces every vector inside `R`, and the all-electron and smooth waves differ only in `R`. The model has finitely many sites and partial waves; `A` is any complex matrix, Hermitian or not, and the waves need not be normalised or orthogonal. The proof writes the difference of the two sides as two cross terms, and shows that each vanishes by moving the projector onto `R` through `A` to the remainder `1 - Φt Pᴴ`, which is zero in `R`.

Lean 4 with Mathlib refuses this proof:

```lean
import Mathlib

open Matrix

namespace PAWNonlocalOperators

noncomputable section

variable {n m : Type*} [Fintype n] [DecidableEq n] [Fintype m]

/-- The projector onto the sites of the augmentation region `R`. -/
def regionProj (R : Finset n) : Matrix n n ℂ :=
  Matrix.diagonal fun i => if i ∈ R then 1 else 0

/-- The transformation `T = 1 + (Φ - Φt) Pᴴ` from smooth to all-electron states; the columns of
`Φ`, `Φt`, `P` are the all-electron waves, the smooth waves and the projectors. -/
def pawTransform (Φ Φt P : Matrix n m ℂ) : Matrix n n ℂ :=
  1 + (Φ - Φt) * Pᴴ

/-- The one-centre expansion of an operator `A`: the operator itself plus the difference of its
matrix elements between all-electron and between smooth partial waves. -/
def oneCentre (A : Matrix n n ℂ) (Φ Φt P : Matrix n m ℂ) : Matrix n n ℂ :=
  A + P * (Φᴴ * A * Φ - Φtᴴ * A * Φt) * Pᴴ

/-- The operator `A` has no matrix elements between the region `R` and its surroundings. -/
def Uncoupled (R : Finset n) (A : Matrix n n ℂ) : Prop :=
  ∀ i ∈ R, ∀ j ∉ R, A i j = 0 ∧ A j i = 0

omit [Fintype n] in
/-- The region projector is Hermitian. -/
theorem regionProj_conjTranspose (R : Finset n) : (regionProj R)ᴴ = regionProj R := by
  ext i j
  by_cases hij : i = j
  · subst hij
    by_cases hi : i ∈ R <;> simp [regionProj, Matrix.conjTranspose_apply, hi]
  · simp [regionProj, Matrix.conjTranspose_apply, hij, Ne.symm hij]

/-- The exact transformed operator differs from the one-centre expansion by two cross terms between
the unexpanded remainder `1 - Φt Pᴴ` and the augmentation `(Φ - Φt) Pᴴ`. -/
theorem transformed_sub_oneCentre (A : Matrix n n ℂ) (Φ Φt P : Matrix n m ℂ) :
    (pawTransform Φ Φt P)ᴴ * A * pawTransform Φ Φt P - oneCentre A Φ Φt P
      = (1 - Φt * Pᴴ)ᴴ * A * ((Φ - Φt) * Pᴴ)
        + ((Φ - Φt) * Pᴴ)ᴴ * A * (1 - Φt * Pᴴ) := by
  -- write the one-centre terms through the square matrices `Φ Pᴴ` and `Φt Pᴴ`
  have h1 : P * (Φᴴ * A * Φ - Φtᴴ * A * Φt) * Pᴴ
      = (Φ * Pᴴ)ᴴ * A * (Φ * Pᴴ) - (Φt * Pᴴ)ᴴ * A * (Φt * Pᴴ) := by
    simp only [Matrix.conjTranspose_mul, Matrix.conjTranspose_conjTranspose, Matrix.mul_sub,
      Matrix.sub_mul, Matrix.mul_assoc]
  have h2 : (Φ - Φt) * Pᴴ = Φ * Pᴴ - Φt * Pᴴ := Matrix.sub_mul _ _ _
  unfold pawTransform oneCentre
  rw [h1, h2]
  generalize Φ * Pᴴ = F
  generalize Φt * Pᴴ = G
  simp only [Matrix.conjTranspose_add, Matrix.conjTranspose_sub, Matrix.conjTranspose_one]
  noncomm_ring

/-- If the smooth waves are complete in `R`, the waves differ only in `R`, and `A` does not couple
`R` to its surroundings, then the one-centre expansion of `A` is exact. -/
theorem oneCentre_exact_of_uncoupled (R : Finset n) (A : Matrix n n ℂ) (Φ Φt P : Matrix n m ℂ)
    (hA : Uncoupled R A) (hc : regionProj R * (Φt * Pᴴ) = regionProj R)
    (ha : regionProj R * (Φ - Φt) = Φ - Φt) :
    (pawTransform Φ Φt P)ᴴ * A * pawTransform Φ Φt P = oneCentre A Φ Φt P := by
  -- an uncoupled operator commutes with the region projector
  have hcomm : regionProj R * A = A * regionProj R := by
    ext i j
    rw [regionProj, Matrix.diagonal_mul, Matrix.mul_diagonal]
    by_cases hi : i ∈ R <;> by_cases hj : j ∈ R
    · simp [hi, hj]
    · simp [hi, hj, (hA i hi j hj).1]
    · simp [hi, hj, (hA j hj i hi).2]
    · simp [hi, hj]
  have hD : regionProj R * ((Φ - Φt) * Pᴴ) = (Φ - Φt) * Pᴴ := by
    rw [← Matrix.mul_assoc, ha]
  have hQ : regionProj R * (1 - Φt * Pᴴ) = 0 := by
    rw [Matrix.mul_sub, Matrix.mul_one, hc, sub_self]
  have hD' := congrArg Matrix.conjTranspose hD
  have hQ' := congrArg Matrix.conjTranspose hQ
  rw [Matrix.conjTranspose_mul, regionProj_conjTranspose] at hD' hQ'
  rw [Matrix.conjTranspose_zero] at hQ'
  rw [← sub_eq_zero, transformed_sub_oneCentre]
  -- move the projector through `A` onto the remainder, which vanishes in the region
  have e1 : (1 - Φt * Pᴴ)ᴴ * A * ((Φ - Φt) * Pᴴ) = 0 := by
    rw [← hD, ← Matrix.mul_assoc, Matrix.mul_assoc _ A, ← hcomm, ← Matrix.mul_assoc, hQ',
      Matrix.zero_mul, Matrix.zero_mul]
  have e2 : ((Φ - Φt) * Pᴴ)ᴴ * A * (1 - Φt * Pᴴ) = 0 := by
    rw [← hD', Matrix.mul_assoc _ (regionProj R) A, hcomm, Matrix.mul_assoc, Matrix.mul_assoc,
      hQ, Matrix.mul_zero, Matrix.mul_zero]
  rw [e1, e2, add_zero]

end

end PAWNonlocalOperators
```

Compiling this gives:

```
Main.lean:83:85: error: Tactic `rewrite` failed: Did not find an occurrence of the pattern
  (1 - Φt * Pᴴ)ᴴ * regionProj R
in the target expression
  (1 - Φt * Pᴴ)ᴴ * (regionProj R * A) * (Φ - Φt) * Pᴴ = 0

n : Type u_1
m : Type u_2
inst✝² : Fintype n
inst✝¹ : DecidableEq n
inst✝ : Fintype m
R : Finset n
A : Matrix n n ℂ
Φ Φt P : Matrix n m ℂ
hA : Uncoupled R A
hc : regionProj R * (Φt * Pᴴ) = regionProj R
ha : regionProj R * (Φ - Φt) = Φ - Φt
hcomm : regionProj R * A = A * regionProj R
hD : regionProj R * ((Φ - Φt) * Pᴴ) = (Φ - Φt) * Pᴴ
hQ : regionProj R * (1 - Φt * Pᴴ) = 0
hD' : ((Φ - Φt) * Pᴴ)ᴴ * regionProj R = ((Φ - Φt) * Pᴴ)ᴴ
hQ' : (1 - Φt * Pᴴ)ᴴ * regionProj R = 0
⊢ (1 - Φt * Pᴴ)ᴴ * (regionProj R * A) * (Φ - Φt) * Pᴴ = 0
```

Diagnosis. The error is in `e1`, the first cross term, and concerns only the placing of brackets. After `← hcomm` the goal's left side is `(1 - Φt * Pᴴ)ᴴ * (regionProj R * A) * ((Φ - Φt) * Pᴴ)`. The next step, `← Matrix.mul_assoc`, is meant to open the bracket round `regionProj R * A`, but its pattern, a matrix times a bracketed product, also fits the whole expression, with `(Φ - Φt) * Pᴴ` as the bracketed product. Lean rewrites there, as the message shows, and `regionProj R * A` stays bracketed. The product `(1 - Φt * Pᴴ)ᴴ * regionProj R`, which `hQ'` would replace by zero, therefore never appears as a term of its own, and the rewrite fails.

The repair first proves `key`, that `(1 - Φt * Pᴴ)ᴴ * A * regionProj R` is zero. With the right-hand factor absent, `← Matrix.mul_assoc` can only open the intended bracket, and `hQ'` applies. The main goal then needs only `← hD` to insert the projector and one regrouping to expose the left side of `key`; `Matrix.zero_mul` finishes it.

The mended proof, as a diff:

```diff
@@ -81,6 +81,7 @@
   -- move the projector through `A` onto the remainder, which vanishes in the region
   have e1 : (1 - Φt * Pᴴ)ᴴ * A * ((Φ - Φt) * Pᴴ) = 0 := by
-    rw [← hD, ← Matrix.mul_assoc, Matrix.mul_assoc _ A, ← hcomm, ← Matrix.mul_assoc, hQ',
-      Matrix.zero_mul, Matrix.zero_mul]
+    have key : (1 - Φt * Pᴴ)ᴴ * A * regionProj R = 0 := by
+      rw [Matrix.mul_assoc, ← hcomm, ← Matrix.mul_assoc, hQ', Matrix.zero_mul]
+    rw [← hD, ← Matrix.mul_assoc, key, Matrix.zero_mul]
   have e2 : ((Φ - Φt) * Pᴴ)ᴴ * A * (1 - Φt * Pᴴ) = 0 := by
     rw [← hD', Matrix.mul_assoc _ (regionProj R) A, hcomm, Matrix.mul_assoc, Matrix.mul_assoc,
```
